# A harmonic chain's linear low-temperature heat capacity is lost on every fixed mesh that omits the zero mode

Take a chain of equal masses and nearest-neighbour springs, and sample its phonons at only two wavevectors, q = 0 and q = π. I drop q = 0, which is a uniform translation with no restoring force. One oscillator is left, with frequency 2 in reduced units, and the heat capacity per site is

C₂(T) = c(2/T)/2, where c(x) = x² eˣ/(eˣ − 1)².

This dies off like exp(−2/T)/T² on cooling, yet I expect a heat capacity linear in T from a chain with acoustic phonons. A finer mesh only seems to move the trouble to lower T. Does any finite mesh keep the linear term, and what should its coefficient be?

## A gap of at least 4/N on the mesh, and none in the infinite chain

No fixed mesh keeps it, and the coefficient is π/3 in units where ℏ, Boltzmann's constant and √(spring constant/mass) are 1. Write w(q) = 2 sin(q/2) for the frequency at wavevector q, with 0 ≤ q ≤ 2π, and compare

C(T) = (1/π) ∫₀^π c(w(q)/T) dq

C_N(T) = (1/N) Σ c(w(2πm/N)/T), m = 1, …, N − 1.

As T → 0⁺, C(T)/T → π/3, while C_N(T)/T → 0 for each fixed N ≥ 2.

Both limits use one bound on a single oscillator. For x > 0 put s = exp(x/4) > 1. Since s ≥ 1 + x/4, we have x ≤ 4(s − 1), and so

x s³ ≤ 4(s⁴ − s³) ≤ 4(s⁴ − 1).

Squaring and dividing by s²(s⁴ − 1)² gives

c(x) ≤ 16/s² = 16 exp(−x/2).

They also share a bound on the dispersion. On 0 ≤ y ≤ π/2, sin y ≥ 2y/π, so w(q) ≥ 2q/π for 0 ≤ q ≤ π.

**Infinite chain.** Substituting q = Tx gives

C(T)/T = (1/π) ∫₀^(π/T) c(w(Tx)/T) dx.

For fixed x > 0, w(Tx)/T → x, so the integrand tends to c(x). Since w(Tx)/T ≥ 2x/π, it is at most 16 exp(−x/π), which is integrable and independent of T. Dominated convergence gives the limit (1/π) ∫₀^∞ c(x) dx. To evaluate it, expand

c(x) = Σ n x² exp(−nx), n ≥ 1.

Each term integrates to n · 2/n³ = 2/n². The terms are non-negative and their integrals have a finite sum, so sum and integral may be exchanged:

∫₀^∞ c(x) dx = 2 · π²/6 = π²/3.

Hence C(T)/T → π/3.

**Finite mesh.** If m ≤ N/2, then w(2πm/N) ≥ 4m/N ≥ 4/N. If m > N/2, use w(2π − q) = w(q) to replace m by N − m. Every mode kept therefore has frequency at least 4/N, an equality for your N = 2. Each of the N − 1 terms is at most 16 exp(−2/(NT)), so

C_N(T) ≤ 16 exp(−2/(NT)).

With u = 2/(NT), dividing by T gives C_N(T)/T ≤ 8N u exp(−u), which tends to 0 as u → ∞. Dividing the two limits also gives C_N(T)/C(T) → 0. A finite mesh shifted off q = 0 also has a positive lowest frequency, so the same argument applies to it, though the Lean file treats only the unshifted mesh. The exponential bound is not sharp: the lowest frequency kept is 2 sin(π/N), about 2π/N for large N, and it sets the true exponential decay.

In a harmonic phonon calculation that sums over a finite wavevector mesh, cooling at a fixed mesh likewise ends up measuring the gap of the mesh and no longer the acoustic branch. Fourier interpolation of the dynamical matrix onto a finer mesh lowers the temperature at which this happens but does not remove it, because the result is still a finite sum. The order of limits matters: at fixed T, the sum is a Riemann sum for the integral as N grows, a limit that the Lean file leaves aside.

## The chain and its mesh in Lean

`modeHeat` is c, `freq` is w, `chainHeat` is C and `meshHeat N` is C_N. Temperatures and frequencies are real numbers, with the lattice spacing, ℏ, Boltzmann's constant and √(spring constant/mass) all set to 1. Wavevectors run over one period, from 0 to 2π, and averaging over 0 to π suffices because modes at q and 2π − q have equal frequency. `Finset.Ico 1 N` is the range m = 1, …, N − 1. The value of `modeHeat` at 0 is immaterial: the zero mode is absent from the sum and is a single point in the integral.

The filter `𝓝[>] 0` means that T approaches zero from above. `chainHeat_linear` states the limit π/3. For each N with `2 ≤ N`, `meshHeat_le` states the exponential bound for every T > 0, `meshHeat_sublinear` the zero limit of C_N(T)/T, and `meshHeat_div_chainHeat` the vanishing ratio.

The Einstein function and the dispersion enter as definitions; they are not derived from a partition function or from equations of motion. The model has one displacement per site and no anharmonicity, and the file gives no rate for the approach to π/3.

```lean
import Mathlib

open MeasureTheory Filter Set
open scoped Real Topology

namespace HarmonicChainHeat

noncomputable section

/-- Heat capacity of one oscillator, in units of Boltzmann's constant, as a function of
`x = ℏω / (k T)`, for `x ≠ 0`. -/
def modeHeat (x : ℝ) : ℝ := x ^ 2 * Real.exp x / (Real.exp x - 1) ^ 2

/-- Dispersion relation of the chain with nearest-neighbour springs, in reduced units, for
wavevectors `0 ≤ q ≤ 2π`. -/
def freq (q : ℝ) : ℝ := 2 * Real.sin (q / 2)

/-- Heat capacity per site of the infinite chain at temperature `T > 0`: the average of the
mode heat capacity over wavevectors between `0` and `π`. -/
def chainHeat (T : ℝ) : ℝ := (∫ q in (0 : ℝ)..π, modeHeat (freq q / T)) / π

/-- Heat capacity per site at temperature `T > 0` on a mesh of `N ≥ 1` wavevectors
`2πm/N`, with the zero mode `m = 0` left out. -/
def meshHeat (N : ℕ) (T : ℝ) : ℝ :=
  (∑ m ∈ Finset.Ico 1 N, modeHeat (freq (2 * π * m / N) / T)) / N

lemma modeHeat_nonneg (x : ℝ) : 0 ≤ modeHeat x := by
  unfold modeHeat
  positivity

/-- A mode of positive frequency freezes out exponentially: its heat capacity is at most
`16 exp (-x/2)`. -/
theorem modeHeat_le {x : ℝ} (hx : 0 < x) : modeHeat x ≤ 16 * Real.exp (-(x / 2)) := by
  have e1 : Real.exp x = Real.exp (x / 4) ^ 4 := by
    rw [← Real.exp_nat_mul]; congr 1; push_cast; ring
  have e2 : Real.exp (-(x / 2)) = 1 / Real.exp (x / 4) ^ 2 := by
    rw [← Real.exp_nat_mul, one_div, ← Real.exp_neg]; congr 1; push_cast; ring
  have hs := Real.add_one_le_exp (x / 4)
  unfold modeHeat
  rw [e1, e2]
  generalize Real.exp (x / 4) = s at hs ⊢
  have hs1 : 1 < s := by linarith
  have hs0 : 0 < s := by linarith
  have h3 : 1 < s ^ 3 := one_lt_pow₀ hs1 (by norm_num)
  have h4 : 1 < s ^ 4 := one_lt_pow₀ hs1 (by norm_num)
  -- the square root of the claimed inequality
  have key : x * s ^ 3 ≤ 4 * (s ^ 4 - 1) := by
    nlinarith [mul_le_mul_of_nonneg_right (show x ≤ 4 * (s - 1) by linarith)
      (show 0 ≤ s ^ 3 by positivity)]
  rw [mul_one_div, div_le_div_iff₀ (pow_pos (by linarith) 2) (by positivity)]
  have h := pow_le_pow_left₀ (by positivity : 0 ≤ x * s ^ 3) key 2
  nlinarith [h]

lemma integral_sq_mul_exp {r : ℝ} (hr : 0 < r) :
    ∫ x in Ioi (0 : ℝ), x ^ 2 * Real.exp (-(r * x)) = 2 / r ^ 3 := by
  have h := Real.integral_rpow_mul_exp_neg_mul_Ioi (a := 3) (r := r) (by norm_num) hr
  have g : Real.Gamma 3 = 2 := by
    rw [show (3 : ℝ) = ((2 : ℕ) : ℝ) + 1 by norm_num, Real.Gamma_nat_eq_factorial]
    norm_num [Nat.factorial]
  have p : (1 / r) ^ (3 : ℝ) = (1 / r) ^ (3 : ℕ) := by
    rw [← Real.rpow_natCast]; norm_num
  rw [show (3 : ℝ) - 1 = ((2 : ℕ) : ℝ) by norm_num, g, p] at h
  simp only [Real.rpow_natCast] at h
  rw [h]
  ring

/-- The mode heat capacity integrated over all positive reduced frequencies is `π²/3`. -/
theorem integral_modeHeat : ∫ x in Ioi (0 : ℝ), modeHeat x = π ^ 2 / 3 := by
  obtain ⟨F, hF⟩ : ∃ F : ℕ → ℝ → ℝ, ∀ n x, F n x = n * (x ^ 2 * Real.exp (-(n * x))) :=
    ⟨_, fun _ _ => rfl⟩
  have hval : ∀ n : ℕ, ∫ x in Ioi (0 : ℝ), F n x = 2 * (1 / (n : ℝ) ^ 2) := by
    intro n
    simp only [hF]
    rcases Nat.eq_zero_or_pos n with rfl | hn
    · simp
    · have hn' : (0 : ℝ) < n := by exact_mod_cast hn
      rw [integral_const_mul, integral_sq_mul_exp hn']
      field_simp
  have hint : ∀ n : ℕ, Integrable (F n) (volume.restrict (Ioi 0)) := by
    intro n
    rcases Nat.eq_zero_or_pos n with rfl | hn
    · have h0 : F 0 = fun _ => 0 := by funext x; simp [hF]
      rw [h0]
      exact integrable_zero _ _ _
    · have hn' : (0 : ℝ) < n := by exact_mod_cast hn
      by_contra hc
      have h1 := (hval n).symm.trans (integral_undef hc)
      have h2 : 0 < 2 * (1 / (n : ℝ) ^ 2) := by positivity
      linarith
  have hnorm : ∀ n : ℕ, ∫ x in Ioi (0 : ℝ), ‖F n x‖ = 2 * (1 / (n : ℝ) ^ 2) := by
    intro n
    rw [← hval n]
    congr 1
    funext x
    exact Real.norm_of_nonneg (by rw [hF]; positivity)
  have hS := hasSum_zeta_two.mul_left 2
  have H := hasSum_integral_of_summable_integral_norm hint
    (by simp only [hnorm]; exact hS.summable)
  simp only [hval] at H
  -- the Bose factor as a geometric-type series
  have hts : EqOn modeHeat (fun x => ∑' n, F n x) (Ioi 0) := by
    intro x hx
    have hx0 : 0 < x := hx
    have hr : ‖Real.exp (-x)‖ < 1 := by
      rw [Real.norm_of_nonneg (Real.exp_pos _).le]
      exact Real.exp_lt_one_iff.2 (by linarith)
    have h := (hasSum_coe_mul_geometric_of_norm_lt_one hr).mul_left (x ^ 2)
    have hf : (fun n => F n x) = fun n : ℕ => x ^ 2 * (n * Real.exp (-x) ^ n) := by
      funext n
      rw [hF, ← Real.exp_nat_mul, show (n : ℝ) * -x = -(n * x) by ring]
      ring
    have h1 : Real.exp x - 1 ≠ 0 :=
      (by linarith [Real.add_one_le_exp x] : (0 : ℝ) < Real.exp x - 1).ne'
    have h2 : 1 - (Real.exp x)⁻¹ = (Real.exp x - 1) / Real.exp x := by
      field_simp
    change modeHeat x = ∑' n, F n x
    rw [hf, h.tsum_eq, Real.exp_neg, h2]
    unfold modeHeat
    field_simp
  rw [setIntegral_congr_fun measurableSet_Ioi hts, H.unique hS]
  ring

/-- Between the zone centre and the zone boundary the frequency is at least `2q/π`. -/
theorem freq_ge {q : ℝ} (h0 : 0 ≤ q) (h1 : q ≤ π) : 2 / π * q ≤ freq q := by
  have h := Real.mul_le_sin (x := q / 2) (by linarith) (by linarith)
  unfold freq
  linarith

lemma chainHeat_div {T : ℝ} (hT : 0 < T) :
    chainHeat T / T = 1 / π * ∫ x in Ioi (0 : ℝ),
      (Iic (π / T)).indicator (fun x => modeHeat (freq (T * x) / T)) x := by
  have h := intervalIntegral.smul_integral_comp_mul_left
    (f := fun q => modeHeat (freq q / T)) (a := 0) (b := π / T) (c := T)
  rw [mul_zero, show T * (π / T) = π by field_simp, smul_eq_mul] at h
  rw [setIntegral_indicator measurableSet_Iic, Ioi_inter_Iic,
    ← intervalIntegral.integral_of_le (by positivity)]
  unfold chainHeat
  rw [← h]
  field_simp

lemma tendsto_freq_div (x : ℝ) :
    Tendsto (fun T => freq (T * x) / T) (𝓝[>] 0) (𝓝 x) := by
  have h1 : HasDerivAt (fun t : ℝ => t * x / 2) (x / 2) 0 := by
    simpa using ((hasDerivAt_id' (0 : ℝ)).mul_const x).div_const 2
  have hd : HasDerivAt (fun t : ℝ => freq (t * x)) x 0 :=
    (h1.sin.const_mul 2).congr_deriv (by
      simp only [zero_mul, zero_div, Real.cos_zero]; ring)
  have h0 : freq (0 * x) = 0 := by simp [freq]
  refine ((hasDerivAt_iff_tendsto_slope_zero.1 hd).mono_left
    (nhdsWithin_mono _ fun t ht => (mem_Ioi.1 ht).ne')).congr fun t => ?_
  simp only [zero_add, h0, sub_zero, smul_eq_mul]
  rw [div_eq_inv_mul]

/-- The infinite chain has a linear heat capacity at low temperature: `C(T)/T` tends to
`π/3` as `T` tends to zero from above. -/
theorem chainHeat_linear : Tendsto (fun T => chainHeat T / T) (𝓝[>] 0) (𝓝 (π / 3)) := by
  have hD : Tendsto (fun T : ℝ => ∫ x in Ioi (0 : ℝ),
      (Iic (π / T)).indicator (fun x => modeHeat (freq (T * x) / T)) x)
      (𝓝[>] 0) (𝓝 (∫ x in Ioi (0 : ℝ), modeHeat x)) := by
    apply tendsto_integral_filter_of_dominated_convergence
      (fun x => 16 * Real.exp (-(1 / π) * x))
    · refine Eventually.of_forall fun T => ?_
      have hm : Measurable fun x => modeHeat (freq (T * x) / T) := by
        simp only [modeHeat, freq]
        fun_prop
      exact (hm.indicator measurableSet_Iic).aestronglyMeasurable
    · -- the majorant comes from the linear lower bound on the dispersion
      filter_upwards [self_mem_nhdsWithin] with T hT
      filter_upwards [ae_restrict_mem measurableSet_Ioi] with x hx
      have hT0 : 0 < T := hT
      have hx0 : 0 < x := hx
      by_cases h : x ≤ π / T
      · rw [indicator_of_mem (mem_Iic.2 h), Real.norm_of_nonneg (modeHeat_nonneg _)]
        have hq : T * x ≤ π := by linarith [(le_div_iff₀ hT0).1 h]
        have hy : 2 / π * x ≤ freq (T * x) / T := by
          rw [le_div_iff₀ hT0]
          linarith [freq_ge (by positivity) hq]
        refine (modeHeat_le (lt_of_lt_of_le (by positivity) hy)).trans ?_
        have he : -(freq (T * x) / T / 2) ≤ -(1 / π) * x := by
          have e : 2 / π * x = 2 * (1 / π * x) := by ring
          linarith
        exact mul_le_mul_of_nonneg_left (Real.exp_le_exp.2 he) (by norm_num)
      · rw [indicator_of_notMem (fun h' => h (mem_Iic.1 h')), norm_zero]
        positivity
    · exact Integrable.const_mul (exp_neg_integrableOn_Ioi 0 (by positivity)) 16
    · filter_upwards [ae_restrict_mem measurableSet_Ioi] with x hx
      have hx0 : 0 < x := hx
      have h1 : (Real.exp x - 1) ^ 2 ≠ 0 :=
        pow_ne_zero 2 (by linarith [Real.add_one_le_exp x] : (0 : ℝ) < Real.exp x - 1).ne'
      have hc : ContinuousAt modeHeat x :=
        (by fun_prop : ContinuousAt (fun y : ℝ => y ^ 2 * Real.exp y) x).div
          (by fun_prop : ContinuousAt (fun y : ℝ => (Real.exp y - 1) ^ 2) x) h1
      refine (hc.tendsto.comp (tendsto_freq_div x)).congr' ?_
      filter_upwards [Ioo_mem_nhdsGT (show (0 : ℝ) < π / x by positivity)] with T hT
      have hm : x ≤ π / T :=
        (le_div_iff₀ hT.1).2 (by linarith [(lt_div_iff₀ hx0).1 hT.2])
      rw [indicator_of_mem (mem_Iic.2 hm)]
      rfl
  rw [integral_modeHeat] at hD
  have h := hD.const_mul (1 / π)
  rw [show 1 / π * (π ^ 2 / 3) = π / 3 by field_simp] at h
  refine h.congr' ?_
  filter_upwards [self_mem_nhdsWithin] with T hT
  exact (chainHeat_div hT).symm

/-- Finite-size gap: every nonzero mode of the `N`-point mesh has frequency at least `4/N`. -/
theorem freq_gap {N m : ℕ} (hm : 1 ≤ m) (hmN : m < N) :
    4 / (N : ℝ) ≤ freq (2 * π * m / N) := by
  have hN : (0 : ℝ) < N := by exact_mod_cast (by omega : 0 < N)
  have key : ∀ k : ℝ, 1 ≤ k → 2 * k ≤ N → 4 / (N : ℝ) ≤ freq (2 * π * k / N) := by
    intro k hk hk2
    have hk0 : 0 < k := by linarith
    have h := freq_ge (q := 2 * π * k / N) (by positivity) (by
      rw [div_le_iff₀ hN]
      nlinarith [mul_le_mul_of_nonneg_left hk2 Real.pi_pos.le])
    have e : 2 / π * (2 * π * k / N) = 4 * k / N := by
      field_simp
      ring
    have h4 : 4 / (N : ℝ) ≤ 4 * k / N := by
      rw [div_le_div_iff_of_pos_right hN]
      linarith
    linarith
  have h1 : (1 : ℝ) ≤ m := by exact_mod_cast hm
  have h2 : (m : ℝ) + 1 ≤ N := by exact_mod_cast hmN
  rcases le_total (2 * (m : ℝ)) N with h | h
  · exact key m h1 h
  · -- reflect the wavevector about the zone boundary
    have h3 := key (N - m) (by linarith) (by linarith)
    have e : 2 * π * ((N : ℝ) - m) / N / 2 = π - 2 * π * m / N / 2 := by
      field_simp
    unfold freq at h3 ⊢
    rwa [e, Real.sin_pi_sub] at h3

/-- For `N ≥ 2` and `T > 0` the mesh heat capacity is at most `16 exp (-2/(N T))`. -/
theorem meshHeat_le {N : ℕ} (hN : 2 ≤ N) {T : ℝ} (hT : 0 < T) :
    meshHeat N T ≤ 16 * Real.exp (-(2 / (N * T))) := by
  have hN0 : (0 : ℝ) < N := by exact_mod_cast (by omega : 0 < N)
  have hterm : ∀ m ∈ Finset.Ico 1 N,
      modeHeat (freq (2 * π * m / N) / T) ≤ 16 * Real.exp (-(2 / (N * T))) := by
    intro m hm
    have hg := freq_gap (Finset.mem_Ico.1 hm).1 (Finset.mem_Ico.1 hm).2
    have hw : 0 < freq (2 * π * m / N) := lt_of_lt_of_le (by positivity) hg
    have h : 2 / (N * T) ≤ freq (2 * π * m / N) / T / 2 := by
      calc 2 / (N * T) = 4 / N / T / 2 := by ring
        _ ≤ freq (2 * π * m / N) / T / 2 := by gcongr
    exact (modeHeat_le (div_pos hw hT)).trans
      (mul_le_mul_of_nonneg_left (Real.exp_le_exp.2 (by linarith)) (by norm_num))
  have hs := Finset.sum_le_card_nsmul _ _ _ hterm
  rw [Nat.card_Ico, nsmul_eq_mul] at hs
  have hc : ((N - 1 : ℕ) : ℝ) ≤ N := Nat.cast_le.2 (Nat.sub_le N 1)
  have hB := mul_le_mul_of_nonneg_right hc
    (by positivity : 0 ≤ 16 * Real.exp (-(2 / (N * T))))
  unfold meshHeat
  rw [div_le_iff₀ hN0]
  linarith

/-- A finite mesh loses the linear heat capacity: for every fixed `N ≥ 2`, `C_N(T)/T` tends
to zero as `T` tends to zero from above. -/
theorem meshHeat_sublinear {N : ℕ} (hN : 2 ≤ N) :
    Tendsto (fun T => meshHeat N T / T) (𝓝[>] 0) (𝓝 0) := by
  have hN0 : (0 : ℝ) < N := by exact_mod_cast (by omega : 0 < N)
  have hu : Tendsto (fun T : ℝ => 2 / (N : ℝ) * T⁻¹) (𝓝[>] 0) atTop :=
    tendsto_inv_nhdsGT_zero.const_mul_atTop (by positivity)
  have h := ((Real.tendsto_pow_mul_exp_neg_atTop_nhds_zero 1).comp hu).const_mul (8 * (N : ℝ))
  rw [mul_zero] at h
  refine squeeze_zero' ?_ ?_ h
  · filter_upwards [self_mem_nhdsWithin] with T hT
    unfold meshHeat
    exact div_nonneg (div_nonneg (Finset.sum_nonneg fun _ _ => modeHeat_nonneg _)
      (Nat.cast_nonneg _)) (le_of_lt hT)
  · filter_upwards [self_mem_nhdsWithin] with T hT
    have hT0 : 0 < T := hT
    calc meshHeat N T / T ≤ 16 * Real.exp (-(2 / (N * T))) / T := by
          gcongr
          exact meshHeat_le hN hT0
      _ = 8 * N * ((2 / N * T⁻¹) ^ 1 * Real.exp (-(2 / N * T⁻¹))) := by
          rw [show 2 / (N * T) = 2 / N * T⁻¹ by ring]
          generalize Real.exp _ = E
          field_simp
          ring

/-- For every fixed `N ≥ 2`, the fraction of the infinite chain's heat capacity that the mesh
reproduces tends to zero as `T` tends to zero from above. -/
theorem meshHeat_div_chainHeat {N : ℕ} (hN : 2 ≤ N) :
    Tendsto (fun T => meshHeat N T / chainHeat T) (𝓝[>] 0) (𝓝 0) := by
  have h := (meshHeat_sublinear hN).div chainHeat_linear (by positivity)
  rw [zero_div] at h
  refine h.congr' ?_
  filter_upwards [self_mem_nhdsWithin] with T hT
  exact div_div_div_cancel_right₀ (ne_of_gt hT) _ _

end

end HarmonicChainHeat
```

```lean
#print axioms HarmonicChainHeat.meshHeat_div_chainHeat
```

```
'HarmonicChainHeat.meshHeat_div_chainHeat' depends on axioms: [propext, Classical.choice, Quot.sound]
```

In `modeHeat_le`, `generalize` introduces s, `key` is the inequality before squaring, and `pow_le_pow_left₀` squares it. `integral_sq_mul_exp` gets the integral of x² exp(−rx) over x > 0, which is 2/r³ for r > 0, from the Gamma function. `integral_modeHeat` applies it to the series, whose Lean index starts at n = 0 with a zero term; `hasSum_integral_of_summable_integral_norm` exchanges sum and integral, and `hasSum_zeta_two` supplies π²/6.

`freq_ge` is the linear bound on the dispersion. `chainHeat_div` performs the substitution q = Tx and uses an indicator function to turn the moving upper limit π/T into a fixed domain. `tendsto_freq_div` obtains w(Tx)/T → x as a derivative at zero. In `chainHeat_linear`, the dominated convergence theorem then asks for measurability, the majorant, its integrability and the pointwise limit, in that order. For the last, T is taken below π/x, so that x lies inside the indicator's range.

`freq_gap` proves the bound for a real number k between 1 and N/2, then applies it to m or to N − m. `meshHeat_le` bounds the sum by the number of terms times the common bound. `meshHeat_sublinear` squeezes C_N(T)/T between 0 and 8N u exp(−u), and `meshHeat_div_chainHeat` divides the two limits and cancels T.
